# For positive weights, a finite Lehmann sum exceeds c > 0 on a set of total length (sum of weights)/c

On the real axis, the Green's function of a system with discrete levels diverges at every level that carries weight. If the level positions are unknown, no finite bound can be given at a fixed energy, since a level may lie arbitrarily close to it. Boole's equality instead fixes how much of the energy axis has large values. For finitely many poles $e$ with weights $a_e>0$, put

$$G(x)=\sum_e \frac{a_e}{x-e},\qquad A=\sum_e a_e .$$

For every threshold $c>0$, the energies with $G(x)>c$ have total length $A/c$, wherever the poles lie.

For a diagonal zero-temperature Green's function of fermions in a finite orbital basis, interacting or not, $a_e$ is the squared overlap belonging to level $e$, summed over its states if the level is degenerate. With a normalised orbital and both addition and removal included, the fermionic weights sum to one and the length is $1/c$.

## Poles, weights and threshold

The poles form a finite set `s` of reals, so they are distinct, and the weight `a` is a function of the pole energy. The letter `c` is a threshold in units of $G$, not the speed of light.

In Lean 4 with Mathlib:

```lean
import Mathlib

open MeasureTheory Polynomial

namespace BooleLehmann

noncomputable section

variable {s : Finset ℝ} {a : ℝ → ℝ} {c : ℝ}
```

Unlike the textbook retarded function, `greenFn` has no $i\eta$ in the denominator. Its poles and weights are given data; their derivation from a Hamiltonian is the step left to the physics.

```lean
/-- The Lehmann sum `G(x) = ∑ a(ε) / (x - ε)` over a finite set `s` of real poles,
for real `x` outside `s`. -/
def greenFn (s : Finset ℝ) (a : ℝ → ℝ) (x : ℝ) : ℝ := ∑ e ∈ s, a e / (x - e)
```

Away from the poles each term is continuous, and so is the finite sum.

```lean
/-- The Lehmann sum is continuous on every set that contains none of its poles. -/
theorem continuousOn_greenFn {S : Set ℝ} (h : ∀ e ∈ s, e ∉ S) :
    ContinuousOn (greenFn s a) S := by
  show ContinuousOn (fun x => ∑ e ∈ s, a e / (x - e)) S
  refine continuousOn_finsetSum _ fun e he => ?_
  refine continuousOn_const.div (continuousOn_id.sub continuousOn_const) fun x hx h0 => ?_
  have hxe : x = e := sub_eq_zero.1 h0
  exact h e he (by rw [← hxe]; exact hx)
```

## G falls between poles

For $x<y$ with no pole in $[x,y]$,

$$\frac{a_e}{x-e}-\frac{a_e}{y-e}=\frac{a_e(y-x)}{(x-e)(y-e)}>0,$$

because both factors in the denominator have the same sign. Summing over at least one pole gives $G(y)<G(x)$.

```lean
/-- With positive weights and at least one pole, the Lehmann sum strictly decreases from `x`
to `y > x` when no pole lies between them or at either point. -/
theorem greenFn_lt (ha : ∀ e ∈ s, 0 < a e) (hs : s.Nonempty) {x y : ℝ} (hxy : x < y)
    (hgap : ∀ e ∈ s, e < x ∨ y < e) : greenFn s a y < greenFn s a x := by
  refine Finset.sum_lt_sum_of_nonempty hs fun e he => ?_
  have hpos : 0 < (x - e) * (y - e) := by
    rcases hgap e he with h | h
    · exact mul_pos (by linarith) (by linarith)
    · exact mul_pos_of_neg_of_neg (by linarith) (by linarith)
  have key : a e / (x - e) - a e / (y - e) = a e * (y - x) / ((x - e) * (y - e)) := by
    rw [div_sub_div _ _ (left_ne_zero_of_mul hpos.ne') (right_ne_zero_of_mul hpos.ne')]
    congr 1
    ring
  have := div_pos (mul_pos (ha e he) (sub_pos.2 hxy)) hpos
  linarith
```

## One crossing to the right of each pole

Let $q$ be the next pole after $p$, and $R$ the sum over the other poles. Multiplying $G-c$ by $(x-p)(q-x)$ gives

$$F(x)=a_p(q-x)-a_q(x-p)+(x-p)(q-x)\,(R(x)-c),$$

which is continuous on $[p,q]$, with $F(p)=a_p(q-p)>0$ and $F(q)=-a_q(q-p)<0$. The intermediate value theorem gives a zero $r_p$ strictly between them, where $G(r_p)=c$.

If $p$ is the last pole, take $M=p+A/c$. Every pole satisfies $e\le p$, so $G(M)\le A/(M-p)=c$. With $R$ now the sum over all poles except $p$, the function $a_p+(x-p)(R(x)-c)$ is positive at $p$ and not positive at $M$, so the crossing lies in $(p,M]$.

```lean
/-- For positive weights and `c > 0`, to the right of each pole `p` the Lehmann sum takes the
value `c` at a point `r` that is reached before or without meeting another pole. -/
theorem exists_crossing (ha : ∀ e ∈ s, 0 < a e) (hc : 0 < c) {p : ℝ} (hp : p ∈ s) :
    ∃ r, p < r ∧ (∀ e ∈ s, e ≤ p ∨ r < e) ∧ greenFn s a r = c := by
  have hsplit : ∀ x, greenFn s a x = a p / (x - p) + greenFn (s.erase p) a x :=
    fun x => (Finset.add_sum_erase s (fun e => a e / (x - e)) hp).symm
  have hap := ha p hp
  by_cases hq : (s.filter (fun e => p < e)).Nonempty
  · -- `q` is the next pole; multiply `G - c` by `(x - p) (q - x)`
    obtain ⟨q, hqm, hmin⟩ := Finset.exists_min_image _ id hq
    obtain ⟨hqs, hpq⟩ := Finset.mem_filter.1 hqm
    have hgap : ∀ e ∈ s, e ≤ p ∨ q ≤ e := fun e he =>
      (le_or_gt e p).imp_right fun h => hmin e (Finset.mem_filter.2 ⟨he, h⟩)
    have hsplit2 : ∀ x, greenFn (s.erase p) a x
        = a q / (x - q) + greenFn ((s.erase p).erase q) a x := fun x =>
      (Finset.add_sum_erase (s.erase p) (fun e => a e / (x - e))
        (Finset.mem_erase.2 ⟨hpq.ne', hqs⟩)).symm
    have hcont : ∀ R : ℝ → ℝ, ContinuousOn R (Set.Icc p q) → ContinuousOn (fun x =>
        a p * (q - x) - a q * (x - p) + (x - p) * (q - x) * (R x - c)) (Set.Icc p q) :=
      fun R hR => by fun_prop
    have hR : ContinuousOn (greenFn ((s.erase p).erase q) a) (Set.Icc p q) := by
      refine continuousOn_greenFn fun e he hI => ?_
      obtain ⟨h1, h2⟩ := Finset.mem_erase.1 he
      obtain ⟨h3, h4⟩ := Finset.mem_erase.1 h2
      rcases hgap e h4 with h | h
      · exact h3 (le_antisymm h hI.1)
      · exact h1 (le_antisymm hI.2 h)
    have m1 := mul_pos hap (sub_pos.2 hpq)
    have m2 := mul_pos (ha q hqs) (sub_pos.2 hpq)
    obtain ⟨r, ⟨h1, h2⟩, hr⟩ := intermediate_value_Icc' hpq.le (hcont _ hR)
      (show (0 : ℝ) ∈ Set.Icc _ _ from
        ⟨by simp only [sub_self, mul_zero, zero_mul]; linarith,
         by simp only [sub_self, mul_zero, zero_mul]; linarith⟩)
    have hr' : a p * (q - r) - a q * (r - p)
        + (r - p) * (q - r) * (greenFn ((s.erase p).erase q) a r - c) = 0 := hr
    have hrp : r ≠ p := by
      intro h
      rw [h] at hr'
      simp only [sub_self, mul_zero, zero_mul] at hr'
      linarith
    have hrq : r ≠ q := by
      intro h
      rw [h] at hr'
      simp only [sub_self, mul_zero, zero_mul] at hr'
      linarith
    refine ⟨r, lt_of_le_of_ne h1 hrp.symm,
      fun e he => (hgap e he).imp_right (lt_of_le_of_ne h2 hrq).trans_le, ?_⟩
    have h3 := sub_ne_zero.2 hrp
    have h4 := sub_ne_zero.2 hrq
    have h5 := div_mul_cancel₀ (a p) h3
    have h6 := div_mul_cancel₀ (a q) h4
    rw [hsplit, hsplit2]
    apply mul_left_cancel₀ (mul_ne_zero h3 h4)
    linear_combination -hr' + (r - q) * h5 + (r - p) * h6
  · -- `p` is the last pole; `G ≤ c` at `M = p + (∑ a) / c`
    have hle : ∀ e ∈ s, e ≤ p := fun e he =>
      not_lt.1 fun h => hq ⟨e, Finset.mem_filter.2 ⟨he, h⟩⟩
    obtain ⟨M, hM⟩ : ∃ M, M = p + (∑ e ∈ s, a e) / c := ⟨_, rfl⟩
    have hMp : 0 < M - p := by
      have := div_pos (Finset.sum_pos ha ⟨p, hp⟩) hc
      linarith
    have hGM : greenFn s a M ≤ c := by
      calc greenFn s a M ≤ ∑ e ∈ s, a e / (M - p) := Finset.sum_le_sum fun e he =>
            div_le_div_of_nonneg_left (ha e he).le hMp (by linarith [hle e he])
        _ = c := by
            have hAc := div_mul_cancel₀ (∑ e ∈ s, a e) hc.ne'
            rw [← Finset.sum_div, div_eq_iff hMp.ne']
            linear_combination -hAc - c * hM
    have hcont : ∀ R : ℝ → ℝ, ContinuousOn R (Set.Icc p M) →
        ContinuousOn (fun x => a p + (x - p) * (R x - c)) (Set.Icc p M) :=
      fun R hR => by fun_prop
    have hR : ContinuousOn (greenFn (s.erase p) a) (Set.Icc p M) := by
      refine continuousOn_greenFn fun e he hI => ?_
      obtain ⟨h1, h2⟩ := Finset.mem_erase.1 he
      exact h1 (le_antisymm (hle e h2) hI.1)
    have hend : a p + (M - p) * (greenFn (s.erase p) a M - c) ≤ 0 := by
      have h5 := div_mul_cancel₀ (a p) hMp.ne'
      rw [hsplit] at hGM
      nlinarith [mul_nonneg hMp.le (sub_nonneg.2 hGM)]
    obtain ⟨r, ⟨h1, _⟩, hr⟩ := intermediate_value_Icc' (sub_pos.1 hMp).le (hcont _ hR)
      (show (0 : ℝ) ∈ Set.Icc _ _ from
        ⟨hend, by simp only [sub_self, zero_mul]; linarith⟩)
    have hr' : a p + (r - p) * (greenFn (s.erase p) a r - c) = 0 := hr
    have hrp : r ≠ p := by
      intro h
      rw [h] at hr'
      simp only [sub_self, zero_mul] at hr'
      linarith
    refine ⟨r, lt_of_le_of_ne h1 hrp.symm, fun e he => Or.inl (hle e he), ?_⟩
    have h3 := sub_ne_zero.2 hrp
    have h5 := div_mul_cancel₀ (a p) h3
    rw [hsplit]
    apply mul_left_cancel₀ h3
    linear_combination hr' + h5
```

## The displacements add up to A/c

Let $n\ge1$ be the number of poles. The crossings satisfy the polynomial identity

$$\prod_p(x-r_p)=\prod_p(x-p)-\sum_k\frac{a_k}{c}\prod_{p\ne k}(x-p).$$

The difference of the two sides has degree below $n$, since the leading terms cancel. It vanishes at each of the $n$ distinct crossings, because there the last sum equals $\frac{G(r_i)}{c}\prod_p(r_i-p)=\prod_p(r_i-p)$. Hence it is zero. The coefficients of $x^{n-1}$ give $-\sum_p r_p=-\sum_p p-A/c$, that is,

$$\sum_p(r_p-p)=\frac{A}{c}.$$

The lemma assumes the crossings and needs only $c\neq0$; with no poles both sides are zero.

```lean
/-- If `G = c ≠ 0` at distinct points `r p`, one for each pole `p` and none of them a pole,
then the displacements `r p - p` add up to the total weight divided by `c`. -/
theorem sum_crossings (hc : c ≠ 0) {r : ℝ → ℝ} (hinj : Set.InjOn r s)
    (hoff : ∀ p ∈ s, r p ∉ s) (hr : ∀ p ∈ s, greenFn s a (r p) = c) :
    ∑ p ∈ s, (r p - p) = (∑ p ∈ s, a p) / c := by
  rcases s.eq_empty_or_nonempty with rfl | hs
  · simp
  have hdeg : ∀ (t : Finset ℝ) (f : ℝ → ℝ),
      (∏ i ∈ t, (X - C (f i))).natDegree = t.card := by
    intro t f
    rw [natDegree_prod_of_monic _ _ fun i _ => monic_X_sub_C (f i)]
    simp
  have hl : ∀ (t : Finset ℝ) (f : ℝ → ℝ),
      (∏ i ∈ t, (X - C (f i))).coeff t.card = 1 := by
    intro t f
    have h := monic_prod_X_sub_C f t
    rw [Monic, leadingCoeff, hdeg] at h
    exact h
  -- a polynomial of degree below `card s` that vanishes at all crossings
  have hD : ∏ p ∈ s, (X - C (r p)) - ∏ p ∈ s, (X - C p)
      + ∑ k ∈ s, C (a k / c) * ∏ p ∈ s.erase k, (X - C p) = 0 := by
    refine eq_zero_of_degree_lt_of_eval_index_eq_zero s hinj ?_ ?_
    · rw [degree_lt_iff_coeff_zero]
      intro m hm
      have h1 : (∏ p ∈ s, (X - C (r p))).coeff m = (∏ p ∈ s, (X - C p)).coeff m := by
        rcases hm.eq_or_lt with rfl | hlt
        · exact (hl s r).trans (hl s fun p => p).symm
        · exact (coeff_eq_zero_of_natDegree_lt ((hdeg s r).trans_lt hlt)).trans
            (coeff_eq_zero_of_natDegree_lt ((hdeg s fun p => p).trans_lt hlt)).symm
      have h2 : ∀ k ∈ s, (∏ p ∈ s.erase k, (X - C p)).coeff m = 0 := fun k hk =>
        coeff_eq_zero_of_natDegree_lt ((hdeg (s.erase k) fun p => p).trans_lt
          ((Finset.card_erase_lt_of_mem hk).trans_le hm))
      simp only [coeff_add, coeff_sub, finsetSum_coeff, coeff_C_mul]
      rw [h1, sub_self, zero_add]
      exact Finset.sum_eq_zero fun k hk => by rw [h2 k hk, mul_zero]
    · intro i hi
      simp only [eval_add, eval_sub, eval_prod, Polynomial.eval_finsetSum, eval_mul, eval_C, eval_X]
      have z1 : ∏ p ∈ s, (r i - r p) = 0 := Finset.prod_eq_zero hi (sub_self _)
      have z2 : ∑ k ∈ s, a k / c * ∏ p ∈ s.erase k, (r i - p) = ∏ p ∈ s, (r i - p) := by
        calc _ = ∑ k ∈ s, a k / (r i - k) * ((∏ p ∈ s, (r i - p)) / c) := by
              refine Finset.sum_congr rfl fun k hk => ?_
              have hm : (r i - k) * ∏ p ∈ s.erase k, (r i - p) = ∏ p ∈ s, (r i - p) :=
                Finset.mul_prod_erase s (fun p => r i - p) hk
              have hne : r i - k ≠ 0 :=
                sub_ne_zero.2 fun h => hoff i hi (by rw [h]; exact hk)
              rw [← hm]
              field_simp
          _ = _ := by
              have h : ∑ k ∈ s, a k / (r i - k) = c := hr i hi
              rw [← Finset.sum_mul, h]
              field_simp
      rw [z1, z2]
      ring
  -- compare the subleading coefficients
  have h := congrArg (fun P : ℝ[X] => P.coeff (s.card - 1)) hD
  simp only [coeff_add, coeff_sub, finsetSum_coeff, coeff_C_mul, coeff_zero] at h
  have e1 : (∏ p ∈ s, (X - C (r p))).coeff (s.card - 1) = -∑ p ∈ s, r p :=
    prod_X_sub_C_coeff_card_pred s r hs.card_pos
  have e2 : (∏ p ∈ s, (X - C p)).coeff (s.card - 1) = -∑ p ∈ s, p :=
    prod_X_sub_C_coeff_card_pred s (fun p => p) hs.card_pos
  have e3 : ∑ k ∈ s, a k / c * (∏ p ∈ s.erase k, (X - C p)).coeff (s.card - 1)
      = (∑ k ∈ s, a k) / c := by
    rw [Finset.sum_div]
    refine Finset.sum_congr rfl fun k hk => ?_
    have h1 : (∏ p ∈ s.erase k, (X - C p)).coeff (s.card - 1) = 1 := by
      rw [← Finset.card_erase_of_mem hk]
      exact hl (s.erase k) fun p => p
    rw [h1, mul_one]
  rw [e1, e2, e3] at h
  rw [Finset.sum_sub_distrib]
  linarith
```

## The region is a union of intervals

If $G(x)>c>0$, some pole lies below $x$, as otherwise no term would be positive. Let $p$ be the nearest one. At $x=r_p$ we would have $G(x)=c$, and for $x>r_p$ monotonicity would give $G(x)<c$; so $p<x<r_p$. Conversely, for such $x$ there is no pole in $[x,r_p]$, and $G(x)>G(r_p)=c$.

```lean
/-- For positive weights and `c > 0`, the region `G > c` off the poles is the union of the
intervals from each pole `p` to the crossing `r p` that follows it with no pole in between. -/
theorem region_eq (ha : ∀ e ∈ s, 0 < a e) (hc : 0 < c) {r : ℝ → ℝ}
    (hr : ∀ p ∈ s, p < r p ∧ (∀ e ∈ s, e ≤ p ∨ r p < e) ∧ greenFn s a (r p) = c) :
    {x | x ∉ s ∧ c < greenFn s a x} = ⋃ p ∈ s, Set.Ioo p (r p) := by
  ext x
  simp only [Set.mem_ofPred_eq, Set.mem_iUnion, Set.mem_Ioo, exists_prop]
  constructor
  · rintro ⟨hx, hG⟩
    have hne : (s.filter (fun e => e < x)).Nonempty := by
      by_contra h
      have : greenFn s a x ≤ 0 := Finset.sum_nonpos fun e he =>
        div_nonpos_of_nonneg_of_nonpos (ha e he).le
          (sub_nonpos.2 (not_lt.1 fun hlt => h ⟨e, Finset.mem_filter.2 ⟨he, hlt⟩⟩))
      linarith
    -- `p` is the nearest pole below `x`
    obtain ⟨p, hpm, hmax⟩ := Finset.exists_max_image _ id hne
    obtain ⟨hps, hpx⟩ := Finset.mem_filter.1 hpm
    obtain ⟨h1, _, h3⟩ := hr p hps
    refine ⟨p, hps, hpx, ?_⟩
    by_contra hle
    rcases (not_lt.1 hle).eq_or_lt with h | h
    · rw [h] at h3
      linarith
    · have := greenFn_lt ha ⟨p, hps⟩ h fun e he => by
        rcases lt_or_ge x e with hxe | hxe
        · exact Or.inr hxe
        · have hlt : e < x := lt_of_le_of_ne hxe fun h0 => hx (by rw [← h0]; exact he)
          have hep : e ≤ p := hmax e (Finset.mem_filter.2 ⟨he, hlt⟩)
          exact Or.inl (hep.trans_lt h1)
      linarith
  · rintro ⟨p, hp, h1, h2⟩
    obtain ⟨_, h4, h5⟩ := hr p hp
    refine ⟨fun hx => ?_, ?_⟩
    · rcases h4 x hx with h | h <;> linarith
    · have := greenFn_lt ha ⟨p, hp⟩ h2 fun e he => (h4 e he).imp_left fun h => h.trans_lt h1
      linarith
```

## Adding the lengths

Each crossing comes before the next pole, so the intervals $(p,r_p)$ are disjoint and their lengths sum to $A/c$. In the theorem, `volume` is Lebesgue measure, `x ∉ s` removes the poles, and `ENNReal.ofReal` places the real number $A/c$ among the values a measure can take.

```lean
/-- Boole's equality: for positive weights and `c > 0`, the energies off the poles at which the
Lehmann sum exceeds `c` have total length equal to the total weight divided by `c`. -/
theorem boole_equality (ha : ∀ e ∈ s, 0 < a e) (hc : 0 < c) :
    volume {x | x ∉ s ∧ c < greenFn s a x} = ENNReal.ofReal ((∑ e ∈ s, a e) / c) := by
  have hex : ∀ p ∈ s, ∃ r, p < r ∧ (∀ e ∈ s, e ≤ p ∨ r < e) ∧ greenFn s a r = c :=
    fun p hp => exists_crossing ha hc hp
  choose! r hr using hex
  have hord : ∀ p ∈ s, ∀ q ∈ s, p < q → r p < q := fun p hp q hq h =>
    ((hr p hp).2.1 q hq).resolve_left (not_le_of_gt h)
  have hdisj : (s : Set ℝ).PairwiseDisjoint fun p => Set.Ioo p (r p) := by
    intro p hp q hq hpq
    refine Set.disjoint_left.2 fun x (hx : x ∈ Set.Ioo p (r p))
      (hx' : x ∈ Set.Ioo q (r q)) => ?_
    rcases lt_or_gt_of_ne hpq with h | h
    · linarith [hord p hp q hq h, hx.2, hx'.1]
    · linarith [hord q hq p hp h, hx.1, hx'.2]
  have hinj : Set.InjOn r s := by
    intro p hp q hq h
    by_contra hne
    rcases lt_or_gt_of_ne hne with h' | h'
    · linarith [hord p hp q hq h', (hr q hq).1]
    · linarith [hord q hq p hp h', (hr p hp).1]
  have hoff : ∀ p ∈ s, r p ∉ s := fun p hp h => by
    rcases (hr p hp).2.1 _ h with h' | h' <;> linarith [(hr p hp).1]
  -- add the lengths of the disjoint intervals
  rw [region_eq ha hc hr, measure_biUnion_finset hdisj fun _ _ => measurableSet_Ioo]
  simp only [Real.volume_Ioo]
  rw [← ENNReal.ofReal_sum_of_nonneg fun p hp => by linarith [(hr p hp).1],
    sum_crossings hc.ne' hinj hoff fun p hp => (hr p hp).2.2]
```

## Large negative values

Reflecting the axis moves the poles to $-e$ and turns $G(x)$ into $-G(x)$ at the point $-x$. Reflection preserves length, so the region $G<-c$ also has length $A/c$.

```lean
/-- For positive weights and `c > 0`, the energies off the poles at which the Lehmann sum lies
below `-c` also have total length equal to the total weight divided by `c`. -/
theorem boole_equality_neg (ha : ∀ e ∈ s, 0 < a e) (hc : 0 < c) :
    volume {x | x ∉ s ∧ greenFn s a x < -c} = ENNReal.ofReal ((∑ e ∈ s, a e) / c) := by
  have hsum : ∀ f : ℝ → ℝ, ∑ e ∈ s.image Neg.neg, f e = ∑ e ∈ s, f (-e) :=
    fun f => Finset.sum_image fun x _ y _ h => neg_injective h
  have h := boole_equality (s := s.image Neg.neg) (a := fun e => a (-e)) (fun e he => by
    obtain ⟨y, hy, rfl⟩ := Finset.mem_image.1 he
    simpa using ha y hy) hc
  -- reflect the energy axis
  have hset : {x | x ∉ s ∧ greenFn s a x < -c} = Neg.neg ⁻¹'
      {x | x ∉ s.image Neg.neg ∧ c < greenFn (s.image Neg.neg) (fun e => a (-e)) x} := by
    ext x
    have hG : greenFn (s.image Neg.neg) (fun e => a (-e)) (-x) = -greenFn s a x := by
      unfold greenFn
      rw [hsum, ← Finset.sum_neg_distrib]
      refine Finset.sum_congr rfl fun e _ => ?_
      simp only [neg_neg]
      rw [← div_neg]
      congr 1
      ring
    have hm : -x ∈ s.image Neg.neg ↔ x ∈ s := by simp
    simp only [Set.mem_ofPred_eq, Set.mem_preimage, hG, hm]
    exact and_congr_right fun _ => lt_neg
  rw [hset, Measure.measure_preimage_neg, h, hsum]
  simp only [neg_neg]
```

## Degenerate levels

For levels $e_i$ labelled by a finite index, some may coincide. Terms with equal energy share a denominator, so they merge into one pole carrying their summed weight. The total $A$ is unchanged, and the equality carries over. For a continuous spectrum the equality can fail: unit weight spread evenly over $[0,1]$ gives the principal value $G(x)=\ln|x/(x-1)|$, which exceeds $c$ on a set of length $1/\sinh c$, less than $1/c$.

```lean
/-- Boole's equality for a finite family of levels `e i`, which may coincide, with positive weights
`a i` and `c > 0`: the energies off the levels at which `∑ a i / (x - e i)` exceeds `c` have total
length equal to the total weight divided by `c`. -/
theorem boole_equality_levels {ι : Type*} [Fintype ι] (e a : ι → ℝ) (ha : ∀ i, 0 < a i)
    (hc : 0 < c) : volume {x | (∀ i, x ≠ e i) ∧ c < ∑ i, a i / (x - e i)}
      = ENNReal.ofReal ((∑ i, a i) / c) := by
  have hmaps : ∀ i ∈ (Finset.univ : Finset ι), e i ∈ Finset.univ.image e :=
    fun i hi => Finset.mem_image_of_mem e hi
  -- coinciding levels are merged into one pole that carries their summed weight
  have hG : ∀ x, greenFn (Finset.univ.image e) (fun y => ∑ i with e i = y, a i) x
      = ∑ i, a i / (x - e i) := by
    intro x
    unfold greenFn
    rw [← Finset.sum_fiberwise_of_maps_to hmaps (fun i => a i / (x - e i))]
    refine Finset.sum_congr rfl fun y _ => ?_
    simp only [Finset.sum_div]
    exact Finset.sum_congr rfl fun i hi => by rw [(Finset.mem_filter.1 hi).2]
  have h := boole_equality (s := Finset.univ.image e)
    (a := fun y => ∑ i with e i = y, a i) (fun y hy => by
      obtain ⟨i, hi, hiy⟩ := Finset.mem_image.1 hy
      exact Finset.sum_pos (fun j _ => ha j) ⟨i, Finset.mem_filter.2 ⟨hi, hiy⟩⟩) hc
  rw [Finset.sum_fiberwise_of_maps_to hmaps a] at h
  rw [← h]
  congr 1
  ext x
  simp only [Set.mem_ofPred_eq, hG]
  refine and_congr_left fun _ => ⟨fun h1 hx => ?_, fun h1 i hi => ?_⟩
  · obtain ⟨i, _, hi⟩ := Finset.mem_image.1 hx
    exact h1 i hi.symm
  · exact h1 (Finset.mem_image.2 ⟨i, Finset.mem_univ i, hi.symm⟩)

end

end BooleLehmann
```

```lean
#print axioms BooleLehmann.boole_equality
#print axioms BooleLehmann.boole_equality_neg
#print axioms BooleLehmann.boole_equality_levels
```

```
'BooleLehmann.boole_equality' depends on axioms: [propext, Classical.choice, Quot.sound]
'BooleLehmann.boole_equality_neg' depends on axioms: [propext, Classical.choice, Quot.sound]
'BooleLehmann.boole_equality_levels' depends on axioms: [propext, Classical.choice, Quot.sound]
```
